# On a finite lattice, orthonormal orbitals give equal density matrices exactly when one phase relates all their Slater minors

When do two sets of \(N\) occupied orbitals describe the same Slater determinant? Comparing amplitudes on each set of occupied sites requires an order for the rows of each determinant, so the formal statement puts a linear order on the sites.

Sites form a finite type `L`, whose elements may also stand for spin-orbitals. Rows of the matrix \(V\) are sites and columns are orbitals. For a placement \(x\) of the electrons, \(V_x\) is the square matrix whose row \(a\) is row \(x_a\) of \(V\).

```lean
import Mathlib

open Matrix

namespace SlaterMinorsAndProjector

noncomputable section

variable {L : Type*} {N : ℕ}
```

`amplitude V x` is \(A_V(x)=\det V_x\); for orthonormal orbitals, the normalised wavefunction is \(A_V(x)/\sqrt{N!}\).

```lean
/-- The determinant of the orbital matrix `V` (rows are sites, columns are orbitals)
evaluated with electron `i` at site `x i`. -/
def amplitude (V : Matrix L (Fin N) ℂ) (x : Fin N → L) : ℂ :=
  (V.submatrix x id).det
```

For an \(N\)-element set \(S\), `slaterMinor` is \(\det V_S\), with the sites in increasing order.

```lean
/-- The minor of `V` on an `N`-element set `S` of sites, taken in increasing order. -/
def slaterMinor [LinearOrder L] (V : Matrix L (Fin N) ℂ) (S : Finset L)
    (hS : S.card = N) : ℂ :=
  amplitude V (S.orderEmbOfFin hS)
```

For orthonormal orbitals, the one-particle density matrix is \(VV^\dagger\), written `V * Vᴴ`, and it is a projector. The definition below uses the same formula for any \(V\), but only in the orthonormal case does it carry that meaning.

```lean
/-- The matrix `V Vᴴ`, which is the one-particle density matrix when the orbitals `V` are
orthonormal. -/
def densityMatrix (V : Matrix L (Fin N) ℂ) : Matrix L L ℂ := V * Vᴴ
```

## Orthonormality: some amplitude is nonzero

The hypotheses `hV` and `hW` say \(V^\dagger V=W^\dagger W=1\). Row \(a\) of \(V^\dagger V\) is \(\sum_l \overline{V_{la}}\,V_l\), where \(V_l\) is row \(l\) of \(V\). Since the determinant is linear in each row,

\[
1=\det(V^\dagger V)=\sum_x\Big(\prod_a\overline{V_{x_a a}}\Big)A_V(x),
\]

so the amplitudes cannot all vanish. In Lean, `MultilinearMap.map_sum` performs this expansion.

```lean
/-- Orthonormal orbitals have a nonzero amplitude for some placement of the electrons. -/
theorem exists_amplitude_ne_zero [Fintype L] {V : Matrix L (Fin N) ℂ}
    (hV : Vᴴ * V = 1) : ∃ x, amplitude V x ≠ 0 := by
  by_contra hcon
  have h0 : ∀ x, amplitude V x = 0 := fun x => by
    by_contra hx
    exact hcon ⟨x, hx⟩
  -- expand the Gram determinant row by row over all placements
  have hexp : (Vᴴ * V).det
      = ∑ x : Fin N → L, (∏ i, star (V (x i) i)) * amplitude V x := by
    have hrows : Vᴴ * V = Matrix.of (fun i => ∑ l, star (V l i) • V l) := by
      ext i j
      simp [Matrix.mul_apply, Finset.sum_apply]
    rw [hrows]
    refine (MultilinearMap.map_sum
      (Matrix.detRowAlternating (n := Fin N) (R := ℂ)).toMultilinearMap
      (fun i l => star (V l i) • V l)).trans ?_
    refine Finset.sum_congr rfl fun x _ => ?_
    exact MultilinearMap.map_smul_univ _ (fun i => star (V (x i) i)) (fun i => V (x i))
  rw [hV, Matrix.det_one] at hexp
  simp [h0] at hexp
```

## Cramer's rule moves one electron

The entry \((V\,\mathrm{adj}\,V_x)_{ik}\) is the Laplace expansion, along row \(k\), of \(\det V_x\) with that row replaced by \(V_i\). It is therefore the amplitude with electron \(k\) moved to site \(i\).

Mathlib's `Matrix.cramer` replaces columns, so the proof applies it to a transpose, and `Matrix.cramer_eq_adjugate_mulVec` then brings in the adjugate. `Function.update x k i` moves the electron and `updateRow` makes the matching change in the matrix. Nothing is divided, so the identity applies to \(W_x\) without a check that it is invertible.

```lean
/-- Cramer's rule for orbitals: the entries of `V adj(V_x)` are the amplitudes in which
electron `k` has been moved to site `i`. -/
theorem mul_adjugate_apply (V : Matrix L (Fin N) ℂ) (x : Fin N → L) (i : L) (k : Fin N) :
    (V * (V.submatrix x id).adjugate) i k = amplitude V (Function.update x k i) := by
  have h : V.submatrix (Function.update x k i) id
      = (V.submatrix x id).updateRow k (V i) := by
    ext a b
    by_cases hak : a = k
    · subst hak
      simp
    · simp [Matrix.updateRow_apply, hak]
  rw [amplitude, h, ← Matrix.cramer_transpose_apply, Matrix.cramer_eq_adjugate_mulVec,
    ← Matrix.adjugate_transpose]
  simp only [Matrix.mul_apply, Matrix.mulVec, dotProduct, Matrix.transpose_apply]
  exact Finset.sum_congr rfl fun _ _ => mul_comm _ _
```

## The site order contributes only a common sign

The order has no physical content: renumbering the sites multiplies \(\det V_S\) and \(\det W_S\) by the same sign. Without a shared order, each minor is fixed only up to a sign, and a single factor \(c\) could be lost.

Suppose \(\det V_S=c\det W_S\) for every \(S\). If \(x\) has distinct sites, a permutation \(\sigma\) sorts them, and \(A(x\circ\sigma)=\operatorname{sgn}(\sigma)A(x)\) for both matrices. The sign cancels, leaving \(A_V(x)=c\,A_W(x)\). If a site repeats, two rows agree and both amplitudes are zero. `Tuple.monotone_sort` supplies \(\sigma\).

```lean
/-- If the minors of `V` and `W` on all `N`-element sets of sites are proportional with
factor `c`, so are the amplitudes for every placement of the electrons. -/
theorem amplitude_eq_of_minors [LinearOrder L] {V W : Matrix L (Fin N) ℂ} {c : ℂ}
    (h : ∀ (S : Finset L) (hS : S.card = N), slaterMinor V S hS = c * slaterMinor W S hS)
    (x : Fin N → L) : amplitude V x = c * amplitude W x := by
  by_cases hx : Function.Injective x
  · -- distinct sites: sort them, at the cost of a common sign
    obtain ⟨σ, hσ⟩ : ∃ σ : Equiv.Perm (Fin N), Monotone (x ∘ σ) :=
      ⟨_, Tuple.monotone_sort x⟩
    have hmono : StrictMono (x ∘ σ) :=
      hσ.strictMono_of_injective (hx.comp σ.injective)
    have hcard : (Finset.univ.image x).card = N := by
      rw [Finset.card_image_of_injective _ hx, Finset.card_univ, Fintype.card_fin]
    have he : x ∘ σ = (Finset.univ.image x).orderEmbOfFin hcard :=
      Finset.orderEmbOfFin_unique hcard
        (fun i => Finset.mem_image_of_mem x (Finset.mem_univ (σ i))) hmono
    have hp : ∀ A : Matrix L (Fin N) ℂ,
        amplitude A (x ∘ σ) = ((Equiv.Perm.sign σ : ℤ) : ℂ) * amplitude A x :=
      fun A => Matrix.det_permute σ (A.submatrix x id)
    have hs := h _ hcard
    unfold slaterMinor at hs
    rw [← he, hp V, hp W] at hs
    have hne : ((Equiv.Perm.sign σ : ℤ) : ℂ) ≠ 0 :=
      Int.cast_ne_zero.mpr (Units.ne_zero _)
    exact mul_left_cancel₀ hne (by linear_combination hs)
  · -- a doubly occupied site: both determinants have two equal rows
    simp only [Function.Injective, not_forall] at hx
    obtain ⟨i, j, hij, hne⟩ := hx
    have hz : ∀ A : Matrix L (Fin N) ℂ, amplitude A x = 0 := fun A => by
      unfold amplitude
      refine Matrix.det_zero_of_row_eq hne ?_
      funext k
      change A (x i) k = A (x j) k
      rw [hij]
    rw [hz V, hz W, mul_zero]
```

## Orthonormality again: the mixing matrix is unitary

Choose \(x\) with \(A_V(x)\ne0\). Cramer's rule gives \(V\,\mathrm{adj}\,V_x=c\,W\,\mathrm{adj}\,W_x\). Multiplying on the right by \(V_x\),

\[
A_V(x)\,V=c\,W\,\mathrm{adj}(W_x)\,V_x,
\]

so \(V=WG\) with \(G=\frac{c}{A_V(x)}\mathrm{adj}(W_x)V_x\). Then

\[
1=V^\dagger V=G^\dagger W^\dagger WG=G^\dagger G.
\]

As \(G\) is square, \(GG^\dagger=1\), and \(VV^\dagger=WGG^\dagger W^\dagger=WW^\dagger\). These steps are `h1`, `hG`, `hGG` and `hGG'`.

Normalising only the many-electron state, \(\det(V^\dagger V)=1\), would not be enough. For \(N=2\), orthonormal \(W\) and \(V=W\,\mathrm{diag}(2,\tfrac12)\), all minors agree but \(VV^\dagger\ne WW^\dagger\). The many-electron state, and so its physical density matrix, is the same; \(VV^\dagger\) no longer represents that density matrix, because the columns of \(V\) are not normalised.

```lean
/-- Two sets of orthonormal orbitals whose amplitudes are proportional, with any complex
factor `c`, have the same one-particle density matrix. -/
theorem densityMatrix_eq_of_amplitude [Fintype L] {V W : Matrix L (Fin N) ℂ}
    (hV : Vᴴ * V = 1) (hW : Wᴴ * W = 1) {c : ℂ}
    (h : ∀ x, amplitude V x = c * amplitude W x) :
    densityMatrix V = densityMatrix W := by
  obtain ⟨x, hx⟩ := exists_amplitude_ne_zero hV
  have hadj : V * (V.submatrix x id).adjugate
      = c • (W * (W.submatrix x id).adjugate) := by
    ext i k
    rw [Matrix.smul_apply, mul_adjugate_apply, mul_adjugate_apply, h, smul_eq_mul]
  have h1 : amplitude V x • V
      = c • (W * (W.submatrix x id).adjugate * V.submatrix x id) := by
    rw [← Matrix.smul_mul, ← hadj, Matrix.mul_assoc, Matrix.adjugate_mul,
      Matrix.mul_smul, Matrix.mul_one]
    rfl
  -- the orbitals `V` are combinations of the orbitals `W`
  obtain ⟨G, hG⟩ : ∃ G : Matrix (Fin N) (Fin N) ℂ, V = W * G := by
    refine ⟨(amplitude V x)⁻¹ • c •
      ((W.submatrix x id).adjugate * V.submatrix x id), ?_⟩
    rw [Matrix.mul_smul, Matrix.mul_smul, ← Matrix.mul_assoc, ← h1, smul_smul,
      inv_mul_cancel₀ hx, one_smul]
  -- orthonormality makes the mixing matrix unitary
  have hGG : Gᴴ * G = 1 := by
    calc Gᴴ * G = Gᴴ * (Wᴴ * W) * G := by rw [hW, Matrix.mul_one]
      _ = (W * G)ᴴ * (W * G) := by
        simp only [Matrix.conjTranspose_mul, Matrix.mul_assoc]
      _ = 1 := by rw [← hG, hV]
  have hGG' : G * Gᴴ = 1 := mul_eq_one_comm.mp hGG
  calc densityMatrix V = W * (G * Gᴴ) * Wᴴ := by
        rw [densityMatrix, hG, Matrix.conjTranspose_mul]
        simp only [Matrix.mul_assoc]
    _ = densityMatrix W := by rw [hGG', Matrix.mul_one, densityMatrix]
```

## One phase for every configuration

The main theorem says that, for orthonormal \(V\) and \(W\), the density matrices agree if and only if some \(c\) with \(|c|=1\) satisfies \(\det V_S=c\det W_S\) for every \(N\)-element \(S\). This \(c\) is the global phase by which the two many-electron wavefunctions differ.

If \(VV^\dagger=WW^\dagger\), put \(U=W^\dagger V\). Then \(V=VV^\dagger V=WU\), and \(U^\dagger U=V^\dagger WW^\dagger V=V^\dagger V=1\). Hence \(|\det U|=1\), and \(V_S=W_SU\) gives \(c=\det U\). The converse is the argument above, which never uses \(|c|=1\).

For a single determinant, the density matrix thus fixes the state up to a global phase. This covers Hartree–Fock and Kohn–Sham determinants in a finite basis, provided that `L` labels orthonormal spin-orbitals and the density matrix is not summed over spin. Interacting electrons generally need more than one determinant, and identifying their state with one is a separate approximation.

```lean
/-- Two sets of `N` orthonormal orbitals have the same one-particle density matrix if and
only if a single phase `c` relates their minors on all `N`-element sets of sites. -/
theorem densityMatrix_eq_iff_minors [Fintype L] [LinearOrder L]
    {V W : Matrix L (Fin N) ℂ} (hV : Vᴴ * V = 1) (hW : Wᴴ * W = 1) :
    densityMatrix V = densityMatrix W ↔
      ∃ c : ℂ, ‖c‖ = 1 ∧ ∀ (S : Finset L) (hS : S.card = N),
        slaterMinor V S hS = c * slaterMinor W S hS := by
  constructor
  · intro h
    unfold densityMatrix at h
    have hVW : V = W * (Wᴴ * V) := by
      rw [← Matrix.mul_assoc, ← h, Matrix.mul_assoc, hV, Matrix.mul_one]
    have hU : (Wᴴ * V)ᴴ * (Wᴴ * V) = 1 := by
      calc (Wᴴ * V)ᴴ * (Wᴴ * V) = Vᴴ * (W * (Wᴴ * V)) := by
            simp only [Matrix.conjTranspose_mul, Matrix.conjTranspose_conjTranspose,
              Matrix.mul_assoc]
        _ = 1 := by rw [← hVW, hV]
    -- the phase is the determinant of the overlap matrix
    refine ⟨(Wᴴ * V).det, ?_, fun S hS => ?_⟩
    · have hd := congrArg Matrix.det hU
      rw [Matrix.det_mul, Matrix.det_conjTranspose, Matrix.det_one] at hd
      have hn := congrArg norm hd
      rw [norm_mul, norm_star, norm_one] at hn
      nlinarith [norm_nonneg (Wᴴ * V).det]
    · have hs : V.submatrix (S.orderEmbOfFin hS) id
          = W.submatrix (S.orderEmbOfFin hS) id * (Wᴴ * V) := by
        ext i j
        exact congrArg (fun M : Matrix L (Fin N) ℂ => M (S.orderEmbOfFin hS i) j) hVW
      unfold slaterMinor amplitude
      rw [hs, Matrix.det_mul]
      exact mul_comm _ _
  · rintro ⟨c, -, h⟩
    exact densityMatrix_eq_of_amplitude hV hW (amplitude_eq_of_minors h)
```

For \(N=0\), the only minor is 1 and both density matrices vanish. For \(N=1\), the minors are the orbital coefficients, and the theorem says that two normalised orbitals have the same projector exactly when they differ by a phase.

The phase must be common to all \(S\). The orbitals \((3/5,4/5)\) and \((3/5,-4/5)\) have the same site probabilities, \(9/25\) and \(16/25\), but their off-diagonal density-matrix elements are \(12/25\) and \(-12/25\).

```lean
/-- One orbital on two sites, with coefficients `3/5` and `4 s/5`. -/
def twoSite (s : ℂ) : Matrix (Fin 2) (Fin 1) ℂ := !![3 / 5; s * (4 / 5)]
```

The last theorem checks normalisation, equal moduli and the difference between the density matrices.

```lean
/-- Moduli of minors do not fix the density matrix: the normalised orbitals `twoSite 1` and
`twoSite (-1)` have minors of equal modulus but different density matrices. -/
theorem moduli_do_not_suffice :
    (twoSite 1)ᴴ * twoSite 1 = 1 ∧ (twoSite (-1))ᴴ * twoSite (-1) = 1 ∧
    (∀ (S : Finset (Fin 2)) (hS : S.card = 1),
      ‖slaterMinor (twoSite 1) S hS‖ = ‖slaterMinor (twoSite (-1)) S hS‖) ∧
    densityMatrix (twoSite 1) ≠ densityMatrix (twoSite (-1)) := by
  -- the coefficients are real
  have h3 : (starRingEnd ℂ) 3 = 3 := Complex.conj_eq_iff_real.mpr ⟨3, by norm_num⟩
  have h4 : (starRingEnd ℂ) 4 = 4 := Complex.conj_eq_iff_real.mpr ⟨4, by norm_num⟩
  have h5 : (starRingEnd ℂ) 5 = 5 := Complex.conj_eq_iff_real.mpr ⟨5, by norm_num⟩
  refine ⟨?_, ?_, fun S hS => ?_, fun h => ?_⟩
  · ext i j
    fin_cases i
    fin_cases j
    norm_num [twoSite, Matrix.mul_apply, Fin.sum_univ_two, h3, h4, h5]
  · ext i j
    fin_cases i
    fin_cases j
    norm_num [twoSite, Matrix.mul_apply, Fin.sum_univ_two, h3, h4, h5]
  · simp only [slaterMinor, amplitude, Matrix.det_fin_one, Matrix.submatrix_apply, id]
    generalize S.orderEmbOfFin hS 0 = i
    fin_cases i <;> simp [twoSite]
  · -- the coherence between the two sites changes sign
    have h01 := congrArg (fun M : Matrix (Fin 2) (Fin 2) ℂ => M 0 1) h
    norm_num [densityMatrix, twoSite, Matrix.mul_apply] at h01

end

end SlaterMinorsAndProjector
```

```lean
#print axioms SlaterMinorsAndProjector.densityMatrix_eq_iff_minors
#print axioms SlaterMinorsAndProjector.moduli_do_not_suffice
```

```
'SlaterMinorsAndProjector.densityMatrix_eq_iff_minors' depends on axioms: [propext, Classical.choice, Quot.sound]
'SlaterMinorsAndProjector.moduli_do_not_suffice' depends on axioms: [propext, Classical.choice, Quot.sound]
```
